# The unique circular orbit of given angular momentum in $V=cr^s$, for $cs>0$ and $s>-2$

Let a particle of mass $m>0$ move in the central potential $V(r)=cr^s$, with $cs>0$ and $s>-2$. For each angular momentum $L>0$, exactly one pair of positive numbers $(r,v)$, a radius and a speed, satisfies

$$\frac{mv^2}{r}=V'(r),\qquad mvr=L .$$

The radius and the energy of this orbit are

$$r=\left(\frac{L^2}{mcs}\right)^{1/(s+2)},\qquad E=c\left(1+\frac s2\right)r^s .$$

With $L=n\hbar$, $n=1,2,3,\dots$, and an attractive Coulomb potential, these formulas give the non-relativistic energy levels of a single electron bound to a fixed nucleus.

## From force balance to radius and energy

Since $V'(r)=csr^{s-1}$, multiplying the force balance by $r$ gives

$$mv^2=csr^s .$$

The kinetic energy is therefore $\tfrac12csr^s$, and adding $V=cr^s$ gives $E=c(1+s/2)r^s$.

The second equation gives $v=L/(mr)$. Substituting it into $mv^2=csr^s$ yields $L^2/(mr^2)=csr^s$, or

$$mcs\,r^{s+2}=L^2 .$$

Because $mcs>0$ and $s+2\neq0$, this has exactly one positive root, the radius stated above, and $v=L/(mr)$ is then fixed and positive.

As an example, take $V=2r$, $m=1$ and $L=4$. Then $r^3=16/2=8$, so $r=2$ and $v=4/2=2$. The force balance reads $4/2=2$, and the energy is $2+4=6$, in agreement with $2\cdot\tfrac32\cdot2$.

The sign condition concerns $cs$, not $c$. Requiring $c>0$ instead would exclude the attractive Coulomb potential, where $c$ and $s$ are both negative, and would admit the repulsive one, which has no circular orbit.

## Energy as a function of angular momentum

Along the family of orbits $r$ is proportional to $L^{2/(s+2)}$, so $dr/dL=2r/((s+2)L)$. Hence

$$\frac{dE}{dL}=c\,\frac{s+2}{2}\,s\,r^{s-1}\,\frac{2r}{(s+2)L}=\frac{csr^s}{L}=\frac{mv^2}{mvr}=\frac vr ,$$

which is the angular frequency of the orbit.

At $s=-2$ the power of $r$ disappears from the radius equation, which becomes $-2mc=L^2$. If this holds, every radius carries an orbit; otherwise none does.

Bohr's condition $L=n\hbar$ says that the circumference holds $n$ de Broglie wavelengths. Here it is a postulate, with $n\ge1$ because $L>0$.

- For $V=-k/r$ with $k>0$ (for an electron and a nucleus of charge $Ze$, $k=Ze^2/(4\pi\varepsilon_0)$ in SI units), the radius equation is $mkr=n^2\hbar^2$. So $r=n^2\hbar^2/(mk)$ and $E=-k/(2r)=-mk^2/(2n^2\hbar^2)$. These energies agree with the bound-state levels of the Schrödinger equation, but the angular momenta do not: there level $n$ contains the orbital quantum numbers $l=0,\dots,n-1$, and the ground state has zero orbital angular momentum.
- For $V=\tfrac12m\omega^2r^2$ with $\omega>0$, force balance gives $v=\omega r$. So $E=m\omega^2r^2=(mvr)\,\omega=n\hbar\omega$ with $n\ge1$, whereas the three-dimensional quantum oscillator has the levels $(N+\tfrac32)\hbar\omega$ with $N=0,1,2,\dots$

## The orbit equations in Lean

```lean
import Mathlib

open Filter Topology

namespace BohrCircularOrbits

noncomputable section
```

The potential uses a real exponent, so $s$ need not be an integer.

```lean
/-- The central power-law potential `V(r) = c r^s`. -/
def potential (c s r : ℝ) : ℝ := c * r ^ s
```

A circular orbit is a property of the six parameters and consists of two inequalities and two equations. The force law contains the actual derivative of `potential c s`. The structure describes no trajectory in time and says nothing about stability. It records only the magnitudes $r$, $v$ and $L$, not the plane of the orbit or the sense of rotation, so uniqueness of the pair $(r,v)$ means uniqueness of the orbit up to a rotation in space.

```lean
/-- A circular orbit of radius `r` and speed `v`: the force `V'(r)` supplies the centripetal
force, and the angular momentum is `L`. -/
structure IsCircularOrbit (m L c s r v : ℝ) : Prop where
  radius_pos : 0 < r
  speed_pos : 0 < v
  force : m * v ^ 2 / r = deriv (potential c s) r
  angular : m * v * r = L
```

The energy is defined for any radius and speed, whether or not they belong to an orbit.

```lean
/-- Kinetic plus potential energy at radius `r` and speed `v`. -/
def energy (m c s r v : ℝ) : ℝ := m * v ^ 2 / 2 + potential c s r
```

The next two definitions name the candidate solution.

```lean
/-- The radius `(L² / (m c s))^(1/(s+2))`. -/
def orbitRadius (m L c s : ℝ) : ℝ := (L ^ 2 / (m * c * s)) ^ (1 / (s + 2))

/-- The speed `L / (m r)` at the radius `orbitRadius`. -/
def orbitSpeed (m L c s : ℝ) : ℝ := L / (m * orbitRadius m L c s)
```

The first lemma differentiates the power, multiplies by $r$ and uses $r^{s-1}r=r^s$. It turns force balance into $mv^2=csr^s$.

```lean
variable {m L c s r v : ℝ}

/-- At positive radius, force balance says that `m v²` equals `r V'(r) = c s r^s`. -/
theorem force_balance_iff (hr : 0 < r) :
    m * v ^ 2 / r = deriv (potential c s) r ↔ m * v ^ 2 = c * s * r ^ s := by
  have hd : HasDerivAt (potential c s) (c * s * r ^ (s - 1)) r :=
    ((Real.hasDerivAt_rpow_const (p := s) (Or.inl hr.ne')).const_mul c).congr_deriv (by ring)
  have hp : r ^ (s - 1) * r = r ^ s := by
    rw [Real.rpow_sub_one hr.ne']
    field_simp
  rw [hd.deriv, div_eq_iff hr.ne', mul_assoc (c * s), hp]
```

Half of that equation, added to the potential, is the energy formula. It holds for every circular orbit, with no condition on $s$ or on the sign of $cs$.

```lean
/-- The energy of a circular orbit of radius `r` is `c (1 + s/2) r^s`. -/
theorem energy_eq (h : IsCircularOrbit m L c s r v) :
    energy m c s r v = c * (1 + s / 2) * r ^ s := by
  have hf := (force_balance_iff h.radius_pos).1 h.force
  unfold energy potential
  linear_combination hf / 2
```

Elimination of the speed is stated as an equivalence. In the forward direction, `linear_combination` combines the force and angular-momentum equations into $mcs\,r^{s+2}=L^2$. In the reverse direction, the common factor $mr^2$ is cancelled to recover force balance. The exponent is still arbitrary, which makes the lemma available at $s=-2$.

```lean
/-- Eliminating the speed: for `m, L > 0` the orbit equations amount to `v = L/(m r)` and `m c s
r^(s+2) = L²` with `r > 0`, for any exponent `s`. -/
theorem orbit_iff_radius_equation (hm : 0 < m) (hL : 0 < L) :
    IsCircularOrbit m L c s r v ↔
      0 < r ∧ v = L / (m * r) ∧ m * c * s * r ^ (s + 2) = L ^ 2 := by
  constructor
  · rintro ⟨hr, hv, hf, ha⟩
    have hf' := (force_balance_iff hr).1 hf
    have hp : r ^ (s + 2) = r ^ s * r ^ 2 := by rw [Real.rpow_add hr, Real.rpow_two]
    refine ⟨hr, ?_, ?_⟩
    · rw [eq_div_iff (mul_pos hm hr).ne']
      linear_combination ha
    · rw [hp]
      linear_combination (-(m * r ^ 2)) * hf' + (m * v * r + L) * ha
  · rintro ⟨hr, hv, he⟩
    have hp : r ^ (s + 2) = r ^ s * r ^ 2 := by rw [Real.rpow_add hr, Real.rpow_two]
    rw [hp] at he
    have ha : m * v * r = L := by
      rw [hv]
      field_simp
    refine ⟨hr, by rw [hv]; positivity, (force_balance_iff hr).2 ?_, ha⟩
    -- cancel the common factor m r²
    have hne : m * r ^ 2 ≠ 0 := by positivity
    apply mul_left_cancel₀ hne
    linear_combination (m * v * r + L) * ha - he
```

## Existence, uniqueness and the frequency relation

Under the conditions on $c$ and $s$ the power can be inverted. One direction raises $r^{s+2}$ to the power $1/(s+2)$ and finds `orbitRadius`; the other checks that this radius solves the equation.

```lean
/-- For `m, L, c s > 0` and `s > -2` the circular orbits are exactly the one with radius
`orbitRadius` and speed `orbitSpeed`. -/
theorem orbit_iff (hm : 0 < m) (hL : 0 < L) (hcs : 0 < c * s) (hs : -2 < s) :
    IsCircularOrbit m L c s r v ↔ r = orbitRadius m L c s ∧ v = orbitSpeed m L c s := by
  have hmcs : 0 < m * c * s := by
    rw [mul_assoc]
    exact mul_pos hm hcs
  have hA : 0 < L ^ 2 / (m * c * s) := div_pos (pow_pos hL 2) hmcs
  have hs2 : s + 2 ≠ 0 := by linarith
  rw [orbit_iff_radius_equation hm hL]
  constructor
  · rintro ⟨hr, hv, he⟩
    have hq : L ^ 2 / (m * c * s) = r ^ (s + 2) := by
      rw [div_eq_iff hmcs.ne']
      linear_combination -he
    have hR : r = orbitRadius m L c s := by
      rw [orbitRadius, hq, ← Real.rpow_mul hr.le, mul_one_div_cancel hs2, Real.rpow_one]
    exact ⟨hR, by rw [orbitSpeed, ← hR]; exact hv⟩
  · rintro ⟨hr, hv⟩
    have hq : r ^ (s + 2) = L ^ 2 / (m * c * s) := by
      rw [hr, orbitRadius, ← Real.rpow_mul hA.le, one_div_mul_cancel hs2, Real.rpow_one]
    refine ⟨by rw [hr]; exact Real.rpow_pos_of_pos hA _, by rw [hv, hr, orbitSpeed], ?_⟩
    rw [hq]
    exact mul_div_cancel₀ _ hmcs.ne'
```

The main theorem has two parts. The quantifier `∃!` ranges over pairs `p`, with `p.1` the radius and `p.2` the speed. The second part gives the radius and energy of any orbit with these parameters.

```lean
/-- For `V = c r^s` with `c s > 0` and `s > -2`, each angular momentum `L > 0` has exactly one
circular orbit; its radius is `(L²/(m c s))^(1/(s+2))` and its energy is `c (1 + s/2) r^s`. -/
theorem existsUnique_circular_orbit (hm : 0 < m) (hL : 0 < L) (hcs : 0 < c * s) (hs : -2 < s) :
    (∃! p : ℝ × ℝ, IsCircularOrbit m L c s p.1 p.2) ∧
      ∀ r v, IsCircularOrbit m L c s r v →
        r = (L ^ 2 / (m * c * s)) ^ (1 / (s + 2)) ∧
        energy m c s r v = c * (1 + s / 2) * r ^ s := by
  refine ⟨⟨(orbitRadius m L c s, orbitSpeed m L c s),
    (orbit_iff hm hL hcs hs).2 ⟨rfl, rfl⟩, ?_⟩, ?_⟩
  · intro p hp
    have h := (orbit_iff hm hL hcs hs).1 hp
    exact Prod.ext h.1 h.2
  · intro r v h
    exact ⟨((orbit_iff hm hL hcs hs).1 h).1, energy_eq h⟩
```

In the frequency theorem the energy is a function of a variable angular momentum `l`, differentiated at `L`. The steps `h2` and `h3` are the derivatives of the radius and of the closed energy formula computed above. That formula is available for positive `l`, so the proof finally uses that the two functions agree near `L`.

```lean
/-- For `m, L, c s > 0` and `s > -2`, the derivative of the circular-orbit energy with respect to
the angular momentum is the angular frequency `v/r` of the orbit. -/
theorem deriv_energy_eq_frequency (hm : 0 < m) (hL : 0 < L) (hcs : 0 < c * s) (hs : -2 < s) :
    HasDerivAt (fun l => energy m c s (orbitRadius m l c s) (orbitSpeed m l c s))
      (orbitSpeed m L c s / orbitRadius m L c s) L := by
  have h : IsCircularOrbit m L c s (orbitRadius m L c s) (orbitSpeed m L c s) :=
    (orbit_iff hm hL hcs hs).2 ⟨rfl, rfl⟩
  have hR := h.radius_pos
  have hf := (force_balance_iff hR).1 h.force
  have hc : c ≠ 0 := left_ne_zero_of_mul hcs.ne'
  have hs0 : s ≠ 0 := right_ne_zero_of_mul hcs.ne'
  have hs2 : s + 2 ≠ 0 := by linarith
  have hA : L ^ 2 / (m * c * s) ≠ 0 := by
    have := hm.ne'
    have := hL.ne'
    positivity
  -- the radius grows like L^(2/(s+2))
  have h1 : HasDerivAt (fun l : ℝ => l ^ 2 / (m * c * s)) (2 * L / (m * c * s)) L :=
    ((hasDerivAt_pow 2 L).div_const (m * c * s)).congr_deriv (by norm_num)
  have h2 : HasDerivAt (fun l => orbitRadius m l c s)
      (2 * orbitRadius m L c s / ((s + 2) * L)) L := by
    refine (h1.rpow_const (p := 1 / (s + 2)) (Or.inl hA)).congr_deriv ?_
    rw [Real.rpow_sub_one hA]
    change 2 * L / (m * c * s) * (1 / (s + 2)) *
      (orbitRadius m L c s / (L ^ 2 / (m * c * s))) = _
    generalize orbitRadius m L c s = R
    field_simp
  have h3 : HasDerivAt (fun l => c * (1 + s / 2) * orbitRadius m l c s ^ s)
      (orbitSpeed m L c s / orbitRadius m L c s) L := by
    refine ((h2.rpow_const (p := s) (Or.inl hR.ne')).const_mul (c * (1 + s / 2))).congr_deriv ?_
    rw [Real.rpow_sub_one hR.ne', show 1 + s / 2 = (s + 2) / 2 by ring]
    have e : ∀ R P : ℝ, R ≠ 0 →
        c * ((s + 2) / 2) * (2 * R / ((s + 2) * L) * s * (P / R)) = c * s * P / L := by
      intro R P hR0
      field_simp
    rw [e _ _ hR.ne', ← hf, div_eq_div_iff hL.ne' hR.ne']
    linear_combination orbitSpeed m L c s * h.angular
  -- near L the energy is given by the closed formula
  refine h3.congr_of_eventuallyEq ?_
  filter_upwards [Ioi_mem_nhds hL] with l hl
  exact energy_eq ((orbit_iff hm hl hcs hs).2 ⟨rfl, rfl⟩)
```

## The inverse-square potential and Bohr's levels

For $s=-2$ the radius is given and the speed is sought. Since $r^{-2+2}=1$, the radius equation reduces to the condition on $L^2$.

```lean
/-- For `V = c/r²` and `m, L > 0`, a circular orbit of given radius `r > 0` exists exactly when `L²
= -2 m c`, a condition that does not involve `r`. -/
theorem inverse_square_orbit_iff (hm : 0 < m) (hL : 0 < L) (hr : 0 < r) :
    (∃ v, IsCircularOrbit m L c (-2) r v) ↔ L ^ 2 = -2 * m * c := by
  have h0 : r ^ ((-2 : ℝ) + 2) = 1 := by norm_num
  constructor
  · rintro ⟨v, h⟩
    have he := ((orbit_iff_radius_equation hm hL).1 h).2.2
    rw [h0] at he
    linear_combination -he
  · intro h
    refine ⟨L / (m * r), (orbit_iff_radius_equation hm hL).2 ⟨hr, rfl, ?_⟩⟩
    rw [h0]
    linear_combination -h
```

The Coulomb theorem assumes an orbit with $L=n\hbar$ and derives its radius and energy. The signs of `k` and `ħ` are not assumed separately: the existence of the orbit forces $n\hbar>0$ and a nonzero $k$, which is all that the divisions require. For $k>0$ and $n\hbar>0$, the main theorem supplies such an orbit.

```lean
/-- Bohr's radii and levels: in `V = -k/r`, a circular orbit with `L = n ħ` has radius
`n²ħ²/(m k)` and energy `-m k²/(2 n²ħ²)`. -/
theorem coulomb_levels {k ħ : ℝ} {n : ℕ} (hm : 0 < m)
    (h : IsCircularOrbit m (n * ħ) (-k) (-1) r v) :
    r = (n * ħ) ^ 2 / (m * k) ∧
      energy m (-k) (-1) r v = -(m * k ^ 2) / (2 * (n * ħ) ^ 2) := by
  have hr := h.radius_pos
  have hL : 0 < n * ħ := by
    rw [← h.angular]
    exact mul_pos (mul_pos hm h.speed_pos) hr
  have he := ((orbit_iff_radius_equation hm hL).1 h).2.2
  have h1 : r ^ ((-1 : ℝ) + 2) = r := by norm_num
  rw [h1] at he
  have he' : m * k * r = (n * ħ) ^ 2 := by linear_combination he
  have hk : k ≠ 0 := by
    rintro rfl
    have := pow_pos hL 2
    rw [← he'] at this
    simp at this
  have hm0 := hm.ne'
  have hr0 := hr.ne'
  constructor
  · rw [eq_div_iff (mul_ne_zero hm0 hk)]
    linear_combination he'
  · rw [energy_eq h, Real.rpow_neg_one, ← he', show (1 + (-1) / 2 : ℝ) = 1 / 2 by norm_num]
    field_simp
```

For the oscillator, force balance equates the squares of $v$ and $\omega r$. Both are positive, so they are equal, and the energy formula becomes $L\omega$.

```lean
/-- In the isotropic oscillator `V = m ω² r²/2`, `ω > 0`, a circular orbit with `L = n ħ` has energy
`n ħ ω`. -/
theorem oscillator_levels {ω ħ : ℝ} {n : ℕ} (hm : 0 < m) (hω : 0 < ω)
    (h : IsCircularOrbit m (n * ħ) (m * ω ^ 2 / 2) 2 r v) :
    energy m (m * ω ^ 2 / 2) 2 r v = n * ħ * ω := by
  have hr := h.radius_pos
  have hf := (force_balance_iff hr).1 h.force
  rw [Real.rpow_two] at hf
  -- the particle circulates with angular frequency ω
  have hv : v = ω * r := by
    refine (sq_eq_sq₀ h.speed_pos.le (mul_pos hω hr).le).1 (mul_left_cancel₀ hm.ne' ?_)
    linear_combination hf
  rw [energy_eq h, Real.rpow_two, ← h.angular, hv]
  ring

end

end BohrCircularOrbits
```

```lean
#print axioms BohrCircularOrbits.existsUnique_circular_orbit
#print axioms BohrCircularOrbits.inverse_square_orbit_iff
#print axioms BohrCircularOrbits.coulomb_levels
#print axioms BohrCircularOrbits.oscillator_levels
```

```
'BohrCircularOrbits.existsUnique_circular_orbit' depends on axioms: [propext, Classical.choice, Quot.sound]
'BohrCircularOrbits.inverse_square_orbit_iff' depends on axioms: [propext, Classical.choice, Quot.sound]
'BohrCircularOrbits.coulomb_levels' depends on axioms: [propext, Classical.choice, Quot.sound]
'BohrCircularOrbits.oscillator_levels' depends on axioms: [propext, Classical.choice, Quot.sound]
```
